# For equally weighted orthonormal states, the summed energy excess is at least the gap times the subspace error

A state-averaged CASSCF calculation with equal weights lowers the average energy of $m$ states, and a later step may use the space they span in place of the space of the lowest $m$ eigenstates. How far apart can the two spaces be, given the energy error that remains?

Let $H$ be the Hamiltonian matrix in a finite orthonormal basis of $n$ many-electron states, with energies $E_0\le E_1\le\dots\le E_{n-1}$. The $m$ model states, which are orthonormal, are the columns of $B$, with $0<m<n$, and $P$ projects onto the lowest $m$ eigenvectors. Define the energy excess and the subspace error by

$$\Delta=\mathrm{Tr}(B^\dagger HB)-\sum_{k<m}E_k,\qquad \delta=m-\mathrm{Tr}(B^\dagger PB).$$

Then $\Delta\ge(E_m-E_{m-1})\,\delta$. The excess of the averaged energy is $\Delta/m$; unequal weights are not treated. Since $\delta\le m$ in any case, the bound restricts $\delta$ only if $\Delta/m$ is smaller than the gap $E_m-E_{m-1}$. When $H$ is the full CI matrix, the excess of a CASSCF calculation includes the correlation energy missing from the active space, which can be larger than that. Passing from this matrix to the molecule itself also requires control of the basis-set error, which no hypothesis here supplies.

## Orthonormal eigenstates with real energies

`IsEigenbasis H U E` says that the columns of $U$ are orthonormal eigenvectors of $H$ with real energies $E_i$. For a Hermitian $H$ this costs nothing: `exists_ascending_eigenbasis` sorts Mathlib's eigenbasis by energy.

By hand, the hypothesis gives $H=U\,\mathrm{diag}(E)\,U^\dagger$. With $C=U^\dagger B$ and $q_i=\sum_k|C_{ik}|^2$, cyclicity of the trace yields, for any real $d_i$,

$$\mathrm{Tr}(B^\dagger U\,\mathrm{diag}(d)\,U^\dagger B)=\sum_i d_i q_i .$$

This is `trace_spectral`. Taking $d_i=E_i$ gives the summed energy; taking $d_i=1$ on a set $S$ of levels and $0$ elsewhere gives $\mathrm{Tr}(B^\dagger PB)$, where $P$ now projects onto the levels in $S$. The `occupation` $q_i$ belongs to an eigenstate of $H$, not to an orbital. The definitions take real parts of traces, which changes nothing for Hermitian operators.

Real energies with non-orthogonal eigenvectors are not enough. The matrix $\begin{pmatrix}0&-2\\0&1\end{pmatrix}$ has eigenvalues $0$ and $1$, but the state $(1,1)/\sqrt2$ has energy $-\tfrac12$. For $m=1$ the excess is negative, while the gap times the subspace error is $\tfrac12$.

```lean
import Mathlib

open Matrix

namespace StateAveragedSubspaceError

noncomputable section

variable {ι κ : Type*} [Fintype ι] [DecidableEq ι] [Fintype κ] [DecidableEq κ]

/-- The columns of `U` are orthonormal eigenvectors of `H` with real energies `E`. -/
structure IsEigenbasis (H U : Matrix ι ι ℂ) (E : ι → ℝ) : Prop where
  orthonormal : Uᴴ * U = 1
  eigen : H * U = U * diagonal (fun i => (E i : ℂ))

/-- For `U` with orthonormal columns, the projector onto the columns whose labels lie in `S`. -/
def levelProjector (U : Matrix ι ι ℂ) (S : Finset ι) : Matrix ι ι ℂ :=
  U * diagonal (fun i => ((if i ∈ S then 1 else 0 : ℝ) : ℂ)) * Uᴴ

/-- The real part of `Tr (B† H B)`: for Hermitian `H` and normalised model states, the columns of
`B`, this is the sum of their energy expectation values. -/
def summedEnergy (H : Matrix ι ι ℂ) (B : Matrix ι κ ℂ) : ℝ :=
  (Matrix.trace (Bᴴ * H * B)).re

/-- The subspace error: the number of model states minus `Tr (B† P B)`, where `P` is
`levelProjector U S`. -/
def subspaceError (U : Matrix ι ι ℂ) (S : Finset ι) (B : Matrix ι κ ℂ) : ℝ :=
  Fintype.card κ - (Matrix.trace (Bᴴ * levelProjector U S * B)).re

/-- The occupation of column `i` of `U`: its squared overlaps with the model states, summed. -/
def occupation (U : Matrix ι ι ℂ) (B : Matrix ι κ ℂ) (i : ι) : ℝ :=
  ∑ k, Complex.normSq ((Uᴴ * B) i k)

/-- The first `m` of `n` labels, which belong to the lowest levels when the energies ascend. -/
def lowest {m n : ℕ} (h : m < n) : Finset (Fin n) :=
  Finset.univ.map (Fin.castLEEmb h.le)

/-- Every Hermitian matrix has an orthonormal eigenbasis with energies in ascending order. -/
theorem exists_ascending_eigenbasis {n : ℕ} {H : Matrix (Fin n) (Fin n) ℂ}
    (hH : H.IsHermitian) : ∃ U E, IsEigenbasis H U E ∧ Monotone E := by
  refine ⟨Matrix.of fun i j => (hH.eigenvectorBasis (Tuple.sort hH.eigenvalues j)).ofLp i,
    hH.eigenvalues ∘ Tuple.sort hH.eigenvalues, ⟨?_, ?_⟩, Tuple.monotone_sort _⟩
  · ext i j
    have h := orthonormal_iff_ite.mp hH.eigenvectorBasis.orthonormal
      (Tuple.sort hH.eigenvalues i) (Tuple.sort hH.eigenvalues j)
    simp only [PiLp.inner_apply, RCLike.inner_apply, EmbeddingLike.apply_eq_iff_eq] at h
    rw [Matrix.mul_apply, Matrix.one_apply, ← h]
    exact Finset.sum_congr rfl fun k _ => mul_comm _ _
  · ext i j
    have h := congrFun (hH.mulVec_eigenvectorBasis (Tuple.sort hH.eigenvalues j)) i
    rw [Matrix.mul_diagonal, mul_comm]
    simpa [Matrix.mul_apply, Matrix.mulVec, dotProduct] using h

omit [DecidableEq κ] in
/-- The trace over the model states of an operator diagonal in the basis `U` is the sum of
its diagonal values times the occupations. -/
theorem trace_spectral (U : Matrix ι ι ℂ) (B : Matrix ι κ ℂ) (d : ι → ℝ) :
    (Matrix.trace (Bᴴ * (U * diagonal (fun i => (d i : ℂ)) * Uᴴ) * B)).re
      = ∑ i, d i * occupation U B i := by
  have h : Bᴴ * (U * diagonal (fun i => (d i : ℂ)) * Uᴴ) * B
      = (Uᴴ * B)ᴴ * (diagonal (fun i => (d i : ℂ)) * (Uᴴ * B)) := by
    simp only [conjTranspose_mul, conjTranspose_conjTranspose, Matrix.mul_assoc]
  rw [h, Matrix.trace_mul_comm]
  unfold occupation
  generalize Uᴴ * B = C
  rw [Matrix.trace, Complex.re_sum]
  refine Finset.sum_congr rfl fun i _ => ?_
  rw [Matrix.diag_apply, Matrix.mul_apply, Complex.re_sum, Finset.mul_sum]
  refine Finset.sum_congr rfl fun k _ => ?_
  rw [Matrix.diagonal_mul, conjTranspose_apply]
  simp only [Complex.star_def, Complex.mul_re, Complex.mul_im, Complex.ofReal_re,
    Complex.ofReal_im, Complex.conj_re, Complex.conj_im, Complex.normSq_apply]
  ring
```

## Orthonormal model states

The condition $B^\dagger B=1$ says that the model states are normalised and mutually orthogonal, as the roots of one CI diagonalisation are. It enters the main bound twice.

First, $d_i=1$ in the trace formula gives $\sum_i q_i=\mathrm{Tr}(B^\dagger B)=m$, which is `sum_occupation`. Second, $C^\dagger C=1$, so $Q=CC^\dagger$ is a Hermitian idempotent with $Q_{ii}=q_i$. Hence

$$q_i=(Q^2)_{ii}=\sum_j|Q_{ij}|^2\ge q_i^2,$$

and $q_i\le1$. The proof of `occupation_le_one` builds the same $Q$, keeps the term $j=i$ of the sum and leaves the last inequality to `nlinarith`.

Normalisation alone does not suffice. With energies $0,1,2$ and $m=2$, let both model states be the ground state. Then $q_0=2$, $\delta=0$ and $\Delta=-1$, which violates the bound.

```lean
/-- For orthonormal model states and an orthonormal basis `U`, the occupations add up to the
number of model states. -/
theorem sum_occupation {U : Matrix ι ι ℂ} {B : Matrix ι κ ℂ} (hU : Uᴴ * U = 1)
    (hB : Bᴴ * B = 1) : ∑ i, occupation U B i = Fintype.card κ := by
  have h := trace_spectral U B (fun _ => 1)
  simp only [Complex.ofReal_one, Matrix.diagonal_one, Matrix.mul_one, mul_eq_one_comm.mp hU,
    hB, Matrix.trace_one, one_mul, Complex.natCast_re] at h
  exact h.symm

/-- For orthonormal model states and an orthonormal basis `U`, no occupation exceeds one. -/
theorem occupation_le_one {U : Matrix ι ι ℂ} {B : Matrix ι κ ℂ} (hU : Uᴴ * U = 1)
    (hB : Bᴴ * B = 1) (i : ι) : occupation U B i ≤ 1 := by
  have hC : (Uᴴ * B)ᴴ * (Uᴴ * B) = 1 := by
    calc (Uᴴ * B)ᴴ * (Uᴴ * B) = Bᴴ * (U * Uᴴ) * B := by
          simp only [conjTranspose_mul, conjTranspose_conjTranspose, Matrix.mul_assoc]
      _ = 1 := by rw [mul_eq_one_comm.mp hU, Matrix.mul_one, hB]
  unfold occupation
  generalize Uᴴ * B = C at hC ⊢
  -- the density matrix Q of the model space is a Hermitian idempotent
  obtain ⟨Q, hQ⟩ : ∃ Q, Q = C * Cᴴ := ⟨_, rfl⟩
  have hQQ : Q * Q = Q := by
    calc Q * Q = C * (Cᴴ * C) * Cᴴ := by rw [hQ]; simp only [Matrix.mul_assoc]
      _ = Q := by rw [hC, Matrix.mul_one, hQ]
  have hQh : Qᴴ = Q := by rw [hQ, conjTranspose_mul, conjTranspose_conjTranspose]
  have hq : (Q i i).re = ∑ k, Complex.normSq (C i k) := by
    rw [hQ, Matrix.mul_apply, Complex.re_sum]
    refine Finset.sum_congr rfl fun k _ => ?_
    rw [conjTranspose_apply, Complex.star_def, Complex.mul_conj, Complex.ofReal_re]
  have hs : (Q i i).re = ∑ j, Complex.normSq (Q i j) := by
    conv_lhs => rw [← hQQ]
    rw [Matrix.mul_apply, Complex.re_sum]
    refine Finset.sum_congr rfl fun j _ => ?_
    have hj : Q j i = star (Q i j) := by
      conv_lhs => rw [← hQh]
      rw [conjTranspose_apply]
    rw [hj, Complex.star_def, Complex.mul_conj, Complex.ofReal_re]
  have h1 : Complex.normSq (Q i i) ≤ ∑ j, Complex.normSq (Q i j) :=
    Finset.single_le_sum (f := fun j => Complex.normSq (Q i j))
      (fun j _ => Complex.normSq_nonneg _) (Finset.mem_univ i)
  rw [← hs, Complex.normSq_apply] at h1
  rw [← hq]
  nlinarith [mul_self_nonneg (Q i i).im, mul_self_nonneg ((Q i i).re - 1)]
```

## As many levels as model states

The comparison is between spaces of equal dimension, so $|S|=m$. Since the occupations sum to $m$,

$$\delta=\sum_{i\in S}(1-q_i)=\sum_{i\notin S}q_i .$$

The excess over the energies in $S$ is

$$\Delta=\sum_{i\notin S}E_iq_i-\sum_{i\in S}E_i(1-q_i).$$

For any real $a$ and $b$, subtract $(b-a)\delta=b\sum_{i\notin S}q_i-a\sum_{i\in S}(1-q_i)$:

$$\Delta-(b-a)\delta=\sum_{i\in S}(a-E_i)(1-q_i)+\sum_{i\notin S}(E_i-b)q_i .$$

This is `excess_identity`; its docstring calls the missing weights $1-q_i$ in $S$ holes and the weights $q_i$ outside $S$ particles. The proof splits each term in `key`, then inserts the sums `h1` to `h5`; the count enters through `h4`. With one level, one model state and $S$ empty, the two sides differ by $a$.

```lean
/-- For an orthonormal eigenbasis `U` of `H` and orthonormal model states, as many as there are
levels in `S`, the energy excess minus `b - a` times the subspace error is a sum over holes in `S`
and particles outside `S`. -/
theorem excess_identity {H U : Matrix ι ι ℂ} {E : ι → ℝ} {B : Matrix ι κ ℂ}
    (hU : IsEigenbasis H U E) (hB : Bᴴ * B = 1) {S : Finset ι}
    (hS : S.card = Fintype.card κ) (a b : ℝ) :
    summedEnergy H B - ∑ i ∈ S, E i - (b - a) * subspaceError U S B
      = ∑ i, if i ∈ S then (a - E i) * (1 - occupation U B i)
          else (E i - b) * occupation U B i := by
  have hH : H = U * diagonal (fun i => (E i : ℂ)) * Uᴴ := by
    rw [← hU.eigen, Matrix.mul_assoc, mul_eq_one_comm.mp hU.orthonormal, Matrix.mul_one]
  have h1 : summedEnergy H B = ∑ i, E i * occupation U B i := by
    rw [summedEnergy, hH, trace_spectral]
  have h2 : subspaceError U S B
      = Fintype.card κ - ∑ i, (if i ∈ S then (1 : ℝ) else 0) * occupation U B i := by
    rw [subspaceError, levelProjector, trace_spectral]
  have h3 : ∑ i, (if i ∈ S then (1 : ℝ) else 0) * E i = ∑ i ∈ S, E i := by
    simp only [ite_mul, one_mul, zero_mul, Finset.sum_ite_mem, Finset.univ_inter]
  have h4 : ∑ i, (if i ∈ S then (1 : ℝ) else 0) = Fintype.card κ := by
    rw [Finset.sum_ite_mem, Finset.univ_inter, Finset.sum_const, nsmul_eq_mul, mul_one, hS]
  have h5 := sum_occupation hU.orthonormal hB
  -- split each term into the sums above
  have key : ∀ i, (if i ∈ S then (a - E i) * (1 - occupation U B i)
        else (E i - b) * occupation U B i)
      = E i * occupation U B i - (if i ∈ S then (1 : ℝ) else 0) * E i
        - b * (occupation U B i - (if i ∈ S then (1 : ℝ) else 0) * occupation U B i)
        + a * ((if i ∈ S then (1 : ℝ) else 0)
          - (if i ∈ S then (1 : ℝ) else 0) * occupation U B i) := by
    intro i
    split_ifs <;> ring
  rw [Finset.sum_congr rfl fun i _ => key i, Finset.sum_add_distrib, Finset.sum_sub_distrib,
    Finset.sum_sub_distrib, ← Finset.mul_sum, ← Finset.mul_sum, Finset.sum_sub_distrib,
    Finset.sum_sub_distrib, h1, h2, h3, h4, h5]
  ring
```

## Ascending energies, with a level on each side of the boundary

`Monotone E` lists the energies in ascending order. Since $U$ contains all $n$ eigenvectors, the first $m$ levels are then the lowest and no root has been skipped. In the main theorem `a` is a level label, no longer an energy: `a.val + 1 = m` makes it the highest included level, and `hmn` ensures that level $m$ exists.

Set the two energies in the identity to $E_{m-1}$ and $E_m$. Included levels have $E_i\le E_{m-1}$ and $q_i\le1$; excluded levels have $E_i\ge E_m$ and $q_i\ge0$. Every term is nonnegative, which proves the bound. In Lean this is `hpos`, with `hmem` deciding which levels are included.

Ordering only the two levels at the boundary is not enough. For energies listed as $0,1,-1$ and $m=1$, the third eigenvector has $\Delta=-1$ and $\delta=1$, while the supposed gap is $1$.

```lean
/-- For an orthonormal eigenbasis with ascending energies and `m < n` orthonormal model states, the
summed energy exceeds the sum of the lowest `m` energies by at least the gap above them times the
subspace error. Levels count from zero, so `a` with `a + 1 = m` is the highest one included. -/
theorem gap_mul_subspaceError_le {m n : ℕ} (hmn : m < n) {H U : Matrix (Fin n) (Fin n) ℂ}
    {E : Fin n → ℝ} (hU : IsEigenbasis H U E) (hE : Monotone E)
    {B : Matrix (Fin n) (Fin m) ℂ} (hB : Bᴴ * B = 1) (a : Fin n) (ha : a.val + 1 = m) :
    (E ⟨m, hmn⟩ - E a) * subspaceError U (lowest hmn) B
      ≤ summedEnergy H B - ∑ k : Fin m, E (k.castLE hmn.le) := by
  have hsum : ∑ i ∈ lowest hmn, E i = ∑ k : Fin m, E (k.castLE hmn.le) := by
    rw [lowest, Finset.sum_map]
    rfl
  have hmem : ∀ i : Fin n, i ∈ lowest hmn ↔ i.val < m := by
    intro i
    simp only [lowest, Finset.mem_map, Finset.mem_univ, true_and]
    constructor
    · rintro ⟨k, rfl⟩
      exact k.2
    · intro h
      exact ⟨⟨i.val, h⟩, rfl⟩
  have h := excess_identity hU hB (S := lowest hmn) (by simp [lowest]) (E a) (E ⟨m, hmn⟩)
  -- holes lie at or below level a, particles at or above level m
  have hpos : 0 ≤ ∑ i, if i ∈ lowest hmn then (E a - E i) * (1 - occupation U B i)
      else (E i - E ⟨m, hmn⟩) * occupation U B i := by
    refine Finset.sum_nonneg fun i _ => ?_
    split_ifs with hi
    · have hi' := (hmem i).mp hi
      have hia : i ≤ a := Fin.le_def.mpr (by omega)
      exact mul_nonneg (sub_nonneg.mpr (hE hia))
        (sub_nonneg.mpr (occupation_le_one hU.orthonormal hB i))
    · have hi' : m ≤ i.val := not_lt.mp fun h => hi ((hmem i).mpr h)
      exact mul_nonneg (sub_nonneg.mpr (hE (Fin.le_def.mpr hi')))
        (Finset.sum_nonneg fun k _ => Complex.normSq_nonneg _)
  rw [← h, hsum] at hpos
  linarith
```

Opposite inequalities reverse the signs. If $a\le E_i$ in $S$ and $E_i\le b$ outside it, then $\Delta\le(b-a)\delta$; the lowest and highest energies always serve as $a$ and $b$. If the levels in $S$ all have energy $a$ and the others all have energy $b$, every term vanishes and equality holds.

```lean
/-- Reverse bound: for an orthonormal eigenbasis `U` of `H` and orthonormal model states, as many as
there are levels in `S`, if levels in `S` lie at or above `a` and the others at or below `b`, the
energy excess is at most `b - a` times the subspace error. -/
theorem excess_le {H U : Matrix ι ι ℂ} {E : ι → ℝ} {B : Matrix ι κ ℂ}
    (hU : IsEigenbasis H U E) (hB : Bᴴ * B = 1) {S : Finset ι}
    (hS : S.card = Fintype.card κ) {a b : ℝ} (ha : ∀ i ∈ S, a ≤ E i)
    (hb : ∀ i, i ∉ S → E i ≤ b) :
    summedEnergy H B - ∑ i ∈ S, E i ≤ (b - a) * subspaceError U S B := by
  rw [← sub_nonpos, excess_identity hU hB hS a b]
  refine Finset.sum_nonpos fun i _ => ?_
  split_ifs with hi
  · exact mul_nonpos_of_nonpos_of_nonneg (sub_nonpos.mpr (ha i hi))
      (sub_nonneg.mpr (occupation_le_one hU.orthonormal hB i))
  · exact mul_nonpos_of_nonpos_of_nonneg (sub_nonpos.mpr (hb i hi))
      (Finset.sum_nonneg fun k _ => Complex.normSq_nonneg _)

/-- Equality case: for an orthonormal eigenbasis `U` of `H`, if all levels in `S` have energy `a`
and all others energy `b`, then for orthonormal model states, as many as there are levels in `S`,
the energy excess equals `b - a` times the subspace error. -/
theorem excess_eq_of_two_energies {H U : Matrix ι ι ℂ} {E : ι → ℝ} {B : Matrix ι κ ℂ}
    (hU : IsEigenbasis H U E) (hB : Bᴴ * B = 1) {S : Finset ι}
    (hS : S.card = Fintype.card κ) {a b : ℝ} (ha : ∀ i ∈ S, E i = a)
    (hb : ∀ i, i ∉ S → E i = b) :
    summedEnergy H B - ∑ i ∈ S, E i = (b - a) * subspaceError U S B := by
  rw [← sub_eq_zero, excess_identity hU hB hS a b]
  refine Finset.sum_eq_zero fun i _ => ?_
  split_ifs with hi
  · rw [ha i hi, sub_self, zero_mul]
  · rw [hb i hi, sub_self, zero_mul]
```

## A positive gap for the distance between the spaces

The main bound also holds at zero gap, where it says only that $\Delta\ge0$. A positive gap, `hgap`, separates the lowest $m$ levels from the next one and allows division.

Let $G=BB^\dagger$. Both $G$ and $P$ are projectors of trace $m$, so their squared Frobenius distance is

$$\mathrm{Tr}\big[(G-P)^2\big]=2m-2\,\mathrm{Tr}(GP)=2\delta\le\frac{2\Delta}{E_m-E_{m-1}} .$$

`projector_distance` proves the equality from idempotence (`hG`, `hP`) and the traces (`tG`, `tP`, `tX`); `projector_distance_le` adds the main bound.

At zero gap a small energy excess no longer forces a small distance. For two degenerate levels and $m=1$, choosing the other eigenvector gives $\Delta=0$ and a squared distance of $2$.

```lean
/-- For orthonormal model states, as many as there are levels in `S`, and an orthonormal basis `U`,
the squared Frobenius distance between the model projector `B * Bᴴ` and `levelProjector U S` is
twice the subspace error. -/
theorem projector_distance {U : Matrix ι ι ℂ} {B : Matrix ι κ ℂ} (hU : Uᴴ * U = 1)
    (hB : Bᴴ * B = 1) {S : Finset ι} (hS : S.card = Fintype.card κ) :
    (Matrix.trace ((B * Bᴴ - levelProjector U S) * (B * Bᴴ - levelProjector U S))).re
      = 2 * subspaceError U S B := by
  have hG : B * Bᴴ * (B * Bᴴ) = B * Bᴴ := by
    calc B * Bᴴ * (B * Bᴴ) = B * (Bᴴ * B) * Bᴴ := by simp only [Matrix.mul_assoc]
      _ = B * Bᴴ := by rw [hB, Matrix.mul_one]
  have hP : levelProjector U S * levelProjector U S = levelProjector U S := by
    unfold levelProjector
    generalize hD : diagonal (fun i => ((if i ∈ S then 1 else 0 : ℝ) : ℂ)) = D
    have hDD : D * D = D := by
      rw [← hD, Matrix.diagonal_mul_diagonal]
      congr 1
      ext i
      split_ifs <;> simp
    calc U * D * Uᴴ * (U * D * Uᴴ) = U * D * (Uᴴ * U) * D * Uᴴ := by
          simp only [Matrix.mul_assoc]
      _ = U * (D * D) * Uᴴ := by rw [hU, Matrix.mul_one, Matrix.mul_assoc U D D]
      _ = U * D * Uᴴ := by rw [hDD]
  have tG : Matrix.trace (B * Bᴴ) = (Fintype.card κ : ℂ) := by
    rw [Matrix.trace_mul_comm, hB, Matrix.trace_one]
  have tP : Matrix.trace (levelProjector U S) = (Fintype.card κ : ℂ) := by
    rw [levelProjector, Matrix.trace_mul_comm, ← Matrix.mul_assoc, hU, Matrix.one_mul,
      Matrix.trace_diagonal, ← Complex.ofReal_sum, Finset.sum_ite_mem, Finset.univ_inter,
      Finset.sum_const, nsmul_eq_mul, mul_one, hS, Complex.ofReal_natCast]
  have tX : Matrix.trace (levelProjector U S * (B * Bᴴ))
      = Matrix.trace (Bᴴ * levelProjector U S * B) := by
    rw [← Matrix.mul_assoc, Matrix.trace_mul_comm, ← Matrix.mul_assoc]
  rw [Matrix.sub_mul, Matrix.mul_sub, Matrix.mul_sub, hG, hP, Matrix.trace_sub,
    Matrix.trace_sub, Matrix.trace_sub, Matrix.trace_mul_comm (B * Bᴴ) (levelProjector U S),
    tX, tG, tP, subspaceError]
  simp only [Complex.sub_re, Complex.natCast_re]
  ring

/-- For an orthonormal eigenbasis with ascending energies, `m < n` orthonormal model states and a
positive gap above the lowest `m` levels, the squared Frobenius distance between the model projector
and the exact one is at most twice the energy excess divided by the gap. -/
theorem projector_distance_le {m n : ℕ} (hmn : m < n) {H U : Matrix (Fin n) (Fin n) ℂ}
    {E : Fin n → ℝ} (hU : IsEigenbasis H U E) (hE : Monotone E)
    {B : Matrix (Fin n) (Fin m) ℂ} (hB : Bᴴ * B = 1) (a : Fin n) (ha : a.val + 1 = m)
    (hgap : E a < E ⟨m, hmn⟩) :
    (Matrix.trace ((B * Bᴴ - levelProjector U (lowest hmn))
        * (B * Bᴴ - levelProjector U (lowest hmn)))).re
      ≤ 2 * (summedEnergy H B - ∑ k : Fin m, E (k.castLE hmn.le)) / (E ⟨m, hmn⟩ - E a) := by
  rw [projector_distance hU.orthonormal hB (by simp [lowest]), le_div_iff₀ (sub_pos.mpr hgap)]
  have h := gap_mul_subspaceError_le hmn hU hE hB a ha
  linarith

end

end StateAveragedSubspaceError
```

```lean
#print axioms StateAveragedSubspaceError.gap_mul_subspaceError_le
#print axioms StateAveragedSubspaceError.excess_le
#print axioms StateAveragedSubspaceError.excess_eq_of_two_energies
#print axioms StateAveragedSubspaceError.projector_distance_le
```

```
'StateAveragedSubspaceError.gap_mul_subspaceError_le' depends on axioms: [propext, Classical.choice, Quot.sound]
'StateAveragedSubspaceError.excess_le' depends on axioms: [propext, Classical.choice, Quot.sound]
'StateAveragedSubspaceError.excess_eq_of_two_energies' depends on axioms: [propext, Classical.choice, Quot.sound]
'StateAveragedSubspaceError.projector_distance_le' depends on axioms: [propext, Classical.choice, Quot.sound]
```
